# The trace of the p² Coulomb block with M_L = M_S = 0 is the sum of its ¹D, ³P and ¹S energies

Put two electrons with opposite spins into two different orbitals $a$ and $b$. Two determinants are possible, $|a{\uparrow}\,b{\downarrow}|$ and $|b{\uparrow}\,a{\downarrow}|$. Both have repulsion energy $J$, the direct integral, and they are coupled by the exchange integral $K$:

$$\begin{pmatrix} J & K\\ K & J\end{pmatrix},\qquad (1,1)\mapsto J+K,\qquad (1,-1)\mapsto J-K .$$

The first state is the singlet, the second the triplet. The coupling cancels in the sum of the energies, which is the trace $2J$. The triplet energy is also the energy $J-K$ of the single determinant $|a{\uparrow}\,b{\uparrow}|$, so the singlet follows by subtraction: $2J-(J-K)=J+K$.

Two equivalent p electrons, as in the ground configuration of carbon, give a similar situation, with three determinants for $M_L=M_S=0$. The repulsion of the electrons splits the configuration into the terms ¹D, ³P and ¹S, and each term has one state with $M_L=M_S=0$.

```lean
import Mathlib

open Matrix

namespace PSquaredDiagonalSum

noncomputable section
```

## Coulomb integrals in the p shell

Expand $1/r_{12}$ in multipoles. Between p orbitals only ranks 0 and 2 survive. Let $g_{mm'}$ be five times the rank-two Gaunt coefficient, here the angular integral $\int Y_{1m}^*\,C_{2,m-m'}\,Y_{1m'}\,d\Omega$ with the harmonic normalised as $C_{2q}=\sqrt{4\pi/5}\,Y_{2q}$. Lean's indices 0, 1, 2 stand for $m=1,0,-1$.

```lean
/-- Five times the rank-two Gaunt coefficients of the p shell, for the harmonics normalised as C₂q =
√(4π/5) Y₂q, with rows and columns ordered as m = 1, 0, -1. -/
def gaunt : Matrix (Fin 3) (Fin 3) ℝ :=
  !![-1, √3, -√6; -√3, 2, -√3; -√6, √3, -1]
```

With radial integrals $F^0$ and $F^2$, set $F_0=F^0$ and $F_2=F^2/25$; the file's `F2` is this reduced parameter. The factor 25 cancels the two factors of five in $g$. When $m_a+m_b=m_c+m_d$,

$$\langle ab|1/r_{12}|cd\rangle=\delta_{ac}\delta_{bd}F_0+F_2\,g_{ac}\,g_{db},$$

and otherwise the integral is zero. An index is $1-m$, so equal index sums express conservation of $m$.

This formula and the table are definitions. Their identification with integrals over actual p orbitals is the step from the Lean model to the atom that has to be supplied from outside.

```lean
/-- The Coulomb integral ⟨a b|1/r₁₂|c d⟩ between p orbitals, in terms of the Slater parameters
F0 and F2 (the latter including the factor 1/25). It vanishes unless m is conserved. -/
def coulombIntegral (F0 F2 : ℝ) (a b c d : Fin 3) : ℝ :=
  if (a : ℕ) + b = c + d then
    (if a = c ∧ b = d then F0 else 0) + F2 * (gaunt a c * gaunt d b)
  else 0
```

## Three determinants and their ladder operators

If the spin-up electron is in orbital $m$, the spin-down electron is in $-m$.

```lean
/-- The orbital -m of the spin-down electron when the spin-up electron is in orbital m. -/
def down : Fin 3 → Fin 3 := ![2, 1, 0]
```

A matrix element between two determinants is a Coulomb integral minus the same integral with the two spin orbitals on the right interchanged. Here the second term vanishes, because it pairs opposite spins, and a single integral remains. Between the first and the third determinant this is the exchange integral $K$ of the orbitals $m=1$ and $m=-1$, as in the opening example. One-electron energies are the same for all three determinants and are left out.

```lean
/-- The Coulomb matrix of p² in the block M_L = M_S = 0, over the determinants with
spin-up orbital m and spin-down orbital -m. -/
def coulombBlock (F0 F2 : ℝ) : Matrix (Fin 3) (Fin 3) ℝ :=
  Matrix.of fun i j => coulombIntegral F0 F2 i (down i) j (down j)
```

Since $L_+$ takes $m$ to $m+1$ with factor $\sqrt2$, it maps the block to $|1{\uparrow}\,0{\downarrow}|$ and $|0{\uparrow}\,1{\downarrow}|$:

$$L_+=\begin{pmatrix}\sqrt2&\sqrt2&0\\0&\sqrt2&\sqrt2\end{pmatrix}.$$

```lean
/-- The raising operator L₊ from the block to the two determinants with M_L = 1, M_S = 0. -/
def raiseL : Matrix (Fin 2) (Fin 3) ℝ := !![√2, √2, 0; 0, √2, √2]
```

$S_+$ turns the spin-down electron up. The first determinant becomes $|1{\uparrow}\,{-1}{\uparrow}|$, the second vanishes by the Pauli principle, and the third gives the first result with its orbitals exchanged, hence with a minus sign.

```lean
/-- The raising operator S₊ from the block to the one determinant with M_L = 0, M_S = 1. -/
def raiseS : Matrix (Fin 1) (Fin 3) ℝ := !![1, 0, -1]
```

In general $L^2=L_-L_++L_z^2+L_z$ (with $\hbar=1$). For $M_L=0$ only $L_-L_+$ remains, and likewise $S^2=S_-S_+$ for $M_S=0$. The lowering operators are the transposes of the real matrices above.

A vector belongs to a term when it is a nonzero simultaneous eigenvector of $L^2$, $S^2$ and the Coulomb matrix. In `IsTerm` the labels `L` and `S` are real numbers that enter only through $L(L+1)$ and $S(S+1)$.

```lean
/-- A nonzero vector of the block belongs to the term (L, S) with energy E if it is an
eigenvector of L² = L₋L₊, of S² = S₋S₊ and of the Coulomb matrix, with eigenvalues
L(L+1), S(S+1) and E. -/
def IsTerm (F0 F2 L S E : ℝ) (v : Fin 3 → ℝ) : Prop :=
  v ≠ 0 ∧ (raiseLᵀ * raiseL) *ᵥ v = (L * (L + 1)) • v ∧
    (raiseSᵀ * raiseS) *ᵥ v = (S * (S + 1)) • v ∧ coulombBlock F0 F2 *ᵥ v = E • v
```

## The matrix and its eigenvectors

Three products show the pattern. The first diagonal entry has $g_{00}g_{22}=(-1)(-1)=1$, its neighbour has $g_{01}g_{12}=\sqrt3(-\sqrt3)=-3$, and the corner has $g_{02}g_{02}=6$. Altogether

$$C=F_0\,I+F_2\begin{pmatrix}1&-3&6\\-3&4&-3\\6&-3&1\end{pmatrix}.$$

Lean runs through the nine entries with `fin_cases` and simplifies the square roots.

```lean
/-- The Slater integrals give the Coulomb matrix of the block in its textbook form. -/
theorem coulombBlock_eq (F0 F2 : ℝ) : coulombBlock F0 F2 =
    F0 • (1 : Matrix (Fin 3) (Fin 3) ℝ) + F2 • !![1, -3, 6; -3, 4, -3; 6, -3, 1] := by
  ext i j
  fin_cases i <;> fin_cases j <;>
    simp [coulombBlock, coulombIntegral, gaunt, down]
  -- the remaining entry is the repulsion of two electrons in m = 0
  norm_num
```

Multiplying by amplitudes $(v_0,v_1,v_2)$ gives three linear expressions, which the later proofs use.

```lean
/-- The action of the Coulomb matrix on the three amplitudes of a state in the block. -/
theorem coulombBlock_mulVec (F0 F2 : ℝ) (v : Fin 3 → ℝ) : coulombBlock F0 F2 *ᵥ v =
    ![F0 * v 0 + F2 * (v 0 - 3 * v 1 + 6 * v 2),
      F0 * v 1 + F2 * (-3 * v 0 + 4 * v 1 - 3 * v 2),
      F0 * v 2 + F2 * (6 * v 0 - 3 * v 1 + v 2)] := by
  rw [coulombBlock_eq]
  ext i
  fin_cases i <;>
    simp [Matrix.mulVec, dotProduct, Fin.sum_univ_three, Matrix.one_apply] <;> ring
```

The products of the ladder matrices are

$$L^2=\begin{pmatrix}2&2&0\\2&4&2\\0&2&2\end{pmatrix},\qquad S^2=\begin{pmatrix}1&0&-1\\0&0&0\\-1&0&1\end{pmatrix}.$$

```lean
/-- The squares of the orbital and spin angular momentum as matrices on the block. -/
theorem angularMomentum_sq :
    raiseLᵀ * raiseL = !![2, 2, 0; 2, 4, 2; 0, 2, 2] ∧
    raiseSᵀ * raiseS = !![1, 0, -1; 0, 0, 0; -1, 0, 1] := by
  constructor <;> ext i j <;> fin_cases i <;> fin_cases j <;>
    norm_num [raiseL, raiseS, Matrix.mul_apply, Fin.sum_univ_succ]
```

Now apply all three matrices. The column for $C$ lists the coefficient of $F_2$ in the energy; $F_0$ is added to each.

| vector | $L^2$ | $S^2$ | $C$ | term |
|---|---|---|---|---|
| $(1,2,1)$ | 6 | 0 | $1$ | ¹D |
| $(1,0,-1)$ | 2 | 2 | $-5$ | ³P |
| $(1,-1,1)$ | 0 | 0 | $10$ | ¹S |

For example, the first component of $C(1,-1,1)$ has $F_2$ coefficient $1+3+6=10$. The scalar products are $1-1=0$, $1-2+1=0$ and $1-1=0$. The vectors are unnormalised; the normalised states carry factors $1/\sqrt6$, $1/\sqrt2$ and $1/\sqrt3$.

The theorem states the table and the orthogonality for arbitrary real $F_0$ and $F_2$. Its proof inserts the explicit matrices, sees from the first component that no vector is zero, evaluates the scalar products, and checks the eigenvalue equations component by component.

```lean
/-- The vectors (1,2,1), (1,0,-1) and (1,-1,1) belong to the terms ¹D, ³P and ¹S, with energies
F0 + F2, F0 - 5 F2 and F0 + 10 F2, and are mutually orthogonal. -/
theorem p2_terms (F0 F2 : ℝ) :
    IsTerm F0 F2 2 0 (F0 + F2) ![1, 2, 1] ∧
    IsTerm F0 F2 1 1 (F0 - 5 * F2) ![1, 0, -1] ∧
    IsTerm F0 F2 0 0 (F0 + 10 * F2) ![1, -1, 1] ∧
    (![1, 2, 1] : Fin 3 → ℝ) ⬝ᵥ ![1, 0, -1] = 0 ∧
    (![1, 2, 1] : Fin 3 → ℝ) ⬝ᵥ ![1, -1, 1] = 0 ∧
    (![1, 0, -1] : Fin 3 → ℝ) ⬝ᵥ ![1, -1, 1] = 0 := by
  unfold IsTerm
  rw [angularMomentum_sq.1, angularMomentum_sq.2]
  simp only [coulombBlock_mulVec]
  refine ⟨⟨fun h => ?_, ?_, ?_, ?_⟩, ⟨fun h => ?_, ?_, ?_, ?_⟩,
    ⟨fun h => ?_, ?_, ?_, ?_⟩, ?_, ?_, ?_⟩
  -- the first component of each vector is 1, so none of them vanishes
  any_goals exact one_ne_zero (congrFun h 0)
  -- orthogonality
  any_goals (simp [dotProduct, Fin.sum_univ_three] <;> norm_num; done)
  -- the eigenvalue equations, component by component
  all_goals
    ext i
    fin_cases i <;> simp [Matrix.mulVec, dotProduct, Fin.sum_univ_three] <;>
      norm_num <;> ring
```

## No further energies

Let $Cv=Ev$ with $v\neq0$, and let $w$ be one of the three term vectors, with energy $E_w$. Since $C$ is symmetric, taking the scalar product with $w$ gives

$$(E-E_w)\,(w\cdot v)=0 .$$

Either $E$ is one of the three energies, or

$$v_0+2v_1+v_2=0,\qquad v_0-v_2=0,\qquad v_0-v_1+v_2=0 .$$

The second equation gives $v_2=v_0$, the first then $v_1=-v_0$, and the third $3v_0=0$. So $v=0$, a contradiction.

The facts `pD`, `pP` and `pS` are the three projections, each obtained by `linear_combination` from the components of the eigenvalue equation. Conversely, the term vectors show that each energy occurs. For $F_2=0$ the three values coincide, and the statement remains true.

```lean
/-- The energies of the block are exactly F0 + F2, F0 - 5 F2 and F0 + 10 F2. -/
theorem p2_energies (F0 F2 E : ℝ) :
    (∃ v : Fin 3 → ℝ, v ≠ 0 ∧ coulombBlock F0 F2 *ᵥ v = E • v) ↔
      E = F0 + F2 ∨ E = F0 - 5 * F2 ∨ E = F0 + 10 * F2 := by
  obtain ⟨hD, hP, hS, -⟩ := p2_terms F0 F2
  constructor
  · rintro ⟨v, hv, h⟩
    rw [coulombBlock_mulVec] at h
    have h0 : F0 * v 0 + F2 * (v 0 - 3 * v 1 + 6 * v 2) = E * v 0 := congrFun h 0
    have h1 : F0 * v 1 + F2 * (-3 * v 0 + 4 * v 1 - 3 * v 2) = E * v 1 := congrFun h 1
    have h2 : F0 * v 2 + F2 * (6 * v 0 - 3 * v 1 + v 2) = E * v 2 := congrFun h 2
    -- project the eigenvalue equation on the three term vectors
    have pD : (E - (F0 + F2)) * (v 0 + 2 * v 1 + v 2) = 0 := by
      linear_combination -h0 - 2 * h1 - h2
    have pP : (E - (F0 - 5 * F2)) * (v 0 - v 2) = 0 := by
      linear_combination -h0 + h2
    have pS : (E - (F0 + 10 * F2)) * (v 0 - v 1 + v 2) = 0 := by
      linear_combination -h0 + h1 - h2
    rcases mul_eq_zero.mp pD with e | d
    · exact Or.inl (by linarith)
    rcases mul_eq_zero.mp pP with e | p
    · exact Or.inr (Or.inl (by linarith))
    rcases mul_eq_zero.mp pS with e | s
    · exact Or.inr (Or.inr (by linarith))
    -- a state orthogonal to all three vectors is zero
    have z0 : v 0 = 0 := by linarith
    have z1 : v 1 = 0 := by linarith
    have z2 : v 2 = 0 := by linarith
    refine absurd ?_ hv
    funext i
    fin_cases i
    exacts [z0, z1, z2]
  · rintro (rfl | rfl | rfl)
    exacts [⟨_, hD.1, hD.2.2.2⟩, ⟨_, hP.1, hP.2.2.2⟩, ⟨_, hS.1, hS.2.2.2⟩]
```

## The diagonal sum rule

Let a real $n\times n$ matrix $A$ have $n$ nonzero, mutually orthogonal eigenvectors $v_i$ with eigenvalues $E_i$. Write the $v_i$ as the rows of $V$, and let $D=\mathrm{diag}(E_i)$ and $N=\mathrm{diag}(v_i\cdot v_i)$. Orthogonality says $VV^{T}=N$, so $V^{-1}=V^{T}N^{-1}$. The eigenvalue equations say $VA^{T}=DV$. Hence

$$\operatorname{tr}A=\operatorname{tr}A^{T}=\operatorname{tr}(V^{-1}VA^{T})=\operatorname{tr}(V^{-1}DV)=\operatorname{tr}D=\sum_iE_i .$$

In Lean, `hinv` is the statement about the inverse and `hA` is $VA^{T}=DV$; the last rewriting is the displayed chain.

Without orthogonality the same state may be counted twice. In the p² block, the list $(1,2,1),(1,2,1),(1,-1,1)$ consists of nonzero eigenvectors, but their energies add up to $3F_0+12F_2$, while the trace is $3F_0+6F_2$. For $F_2\neq0$ these differ. The example refutes the rule for eigenvectors that are merely nonzero; linear independence would already exclude it.

```lean
/-- Diagonal sum rule: if a real n × n matrix has n nonzero, mutually orthogonal eigenvectors,
the sum of its diagonal elements is the sum of their eigenvalues. -/
theorem diagonal_sum_rule {n : Type*} [Fintype n] [DecidableEq n] (A : Matrix n n ℝ)
    (v : n → n → ℝ) (E : n → ℝ) (hne : ∀ i, v i ≠ 0)
    (horth : ∀ i j, i ≠ j → v i ⬝ᵥ v j = 0) (heig : ∀ i, A *ᵥ v i = E i • v i) :
    A.trace = ∑ i, E i := by
  -- orthogonality provides the inverse of the matrix of eigenvectors
  have hinv : Matrix.of v *
      ((Matrix.of v)ᵀ * Matrix.diagonal fun i => (v i ⬝ᵥ v i)⁻¹) = 1 := by
    rw [← Matrix.mul_assoc]
    ext i j
    rw [Matrix.mul_diagonal]
    have hij : (Matrix.of v * (Matrix.of v)ᵀ) i j = v i ⬝ᵥ v j := rfl
    rw [hij]
    by_cases h : i = j
    · subst h
      rw [Matrix.one_apply_eq, mul_inv_cancel₀ (mt dotProduct_self_eq_zero.mp (hne i))]
    · rw [horth i j h, zero_mul, Matrix.one_apply_ne h]
  have hA : Matrix.of v * Aᵀ = Matrix.diagonal E * Matrix.of v := by
    ext i j
    rw [Matrix.diagonal_mul]
    have h := congrFun (heig i) j
    simpa [Matrix.mul_apply, Matrix.mulVec, dotProduct, mul_comm] using h
  -- the trace does not change under the change of basis
  rw [← Matrix.trace_transpose A, ← Matrix.one_mul Aᵀ, ← mul_eq_one_comm.mp hinv,
    Matrix.mul_assoc, hA, Matrix.trace_mul_comm, Matrix.mul_assoc, hinv, Matrix.mul_one,
    Matrix.trace_diagonal]
```

For the block, the diagonal gives $(F_0+F_2)+(F_0+4F_2)+(F_0+F_2)=3F_0+6F_2$, and the term energies have the same sum. The Lean proof obtains the equality by passing the three term vectors to the general rule.

```lean
/-- The trace of the p² block is the sum of the energies of ¹D, ³P and ¹S. -/
theorem p2_trace (F0 F2 : ℝ) : (coulombBlock F0 F2).trace =
    (F0 + F2) + (F0 - 5 * F2) + (F0 + 10 * F2) := by
  obtain ⟨hD, hP, hS, hDP, hDS, hPS⟩ := p2_terms F0 F2
  have h := diagonal_sum_rule (coulombBlock F0 F2)
    ![![1, 2, 1], ![1, 0, -1], ![1, -1, 1]] ![F0 + F2, F0 - 5 * F2, F0 + 10 * F2]
    (by intro i; fin_cases i; exacts [hD.1, hP.1, hS.1])
    (by
      intro i j hij
      fin_cases i <;> fin_cases j
      exacts [absurd rfl hij, hDP, hDS, (dotProduct_comm _ _).trans hDP, absurd rfl hij, hPS,
        (dotProduct_comm _ _).trans hDS, (dotProduct_comm _ _).trans hPS, absurd rfl hij])
    (by intro i; fin_cases i; exacts [hD.2.2.2, hP.2.2.2, hS.2.2.2])
  rw [h, Fin.sum_univ_three]
  rfl
```

## The ¹S energy by subtraction

Among the p² terms, only ¹D reaches $M_L=2$, so $|1{\uparrow}\,1{\downarrow}|$ has the ¹D energy $F_0+F_2$. Only ³P has $M_S=1$, so $|1{\uparrow}\,0{\uparrow}|$ has the ³P energy, direct minus exchange:

$$(F_0-2F_2)-3F_2=F_0-5F_2 .$$

Subtracting both from the trace leaves

$$(3F_0+6F_2)-(F_0+F_2)-(F_0-5F_2)=F_0+10F_2 .$$

By hand this requires only diagonal elements. The theorem checks the resulting identity between integrals; its proof takes the trace from `p2_trace`, and so does use the eigenvectors. The assignment of the two determinants to terms is the counting argument just given.

For an atomic configuration in which no pair $(L,S)$ occurs twice, such subtractions give every term energy from single-determinant energies. If a pair occurs more than once, as ²D does in d³, they give only the sum of the energies of its terms. Here the method is applied to one p² configuration with fixed orbitals, no spin–orbit coupling and no mixing with other configurations.

```lean
/-- Subtracting from the trace the energy of the determinant with both electrons in m = 1, and
that of the determinant with parallel spins in m = 1 and m = 0, leaves F0 + 10 F2. -/
theorem singlet_S_from_trace (F0 F2 : ℝ) :
    (coulombBlock F0 F2).trace - coulombIntegral F0 F2 0 0 0 0
      - (coulombIntegral F0 F2 0 1 0 1 - coulombIntegral F0 F2 0 1 1 0) = F0 + 10 * F2 := by
  have hD : coulombIntegral F0 F2 0 0 0 0 = F0 + F2 := by
    norm_num [coulombIntegral, gaunt]
  -- direct and exchange integrals of the parallel-spin determinant
  have hJ : coulombIntegral F0 F2 0 1 0 1 = F0 + F2 * (-2) := by
    norm_num [coulombIntegral, gaunt]
  have hK : coulombIntegral F0 F2 0 1 1 0 = F2 * 3 := by
    norm_num [coulombIntegral, gaunt]
  rw [p2_trace, hD, hJ, hK]
  ring

end

end PSquaredDiagonalSum
```

```lean
#print axioms PSquaredDiagonalSum.coulombBlock_eq
#print axioms PSquaredDiagonalSum.p2_energies
#print axioms PSquaredDiagonalSum.singlet_S_from_trace
```

```
'PSquaredDiagonalSum.coulombBlock_eq' depends on axioms: [propext, Classical.choice, Quot.sound]
'PSquaredDiagonalSum.p2_energies' depends on axioms: [propext, Classical.choice, Quot.sound]
'PSquaredDiagonalSum.singlet_S_from_trace' depends on axioms: [propext, Classical.choice, Quot.sound]
```
